# When One Energy Isolates Every Top Root, Some Polynomial Has Its Largest Root at or below That of the Sum

Take a nonempty finite family of monic polynomials with only real roots, and suppose that one real number c, read as an energy when the roots are energy levels, separates the top root of each polynomial from its other roots. Then the sum of the family has a largest real root, and at least one member has its own largest root at or below it. The separation means that each polynomial has exactly one root above c, counted with multiplicity, and that all its other roots lie below c. No root may sit at c itself. The degrees of different polynomials need not agree.

## The sign argument

Let f_i be a finite family of monic real-rooted polynomials. Suppose that one real number c works for all of them: f_i has a simple root a_i > c, and its other roots r satisfy r < c. Take weights w_i ≥ 0, at least one of them positive, and put

F(x) = ∑_i w_i f_i(x).

The claim is that F has a largest real root μ, that μ > c, and that a_i ≤ μ ≤ a_j for some i and j of positive weight. The plain sum is the case w_i = 1.

Since f_i is monic and real-rooted, it factors as

f_i(x) = (x − a_i) g_i(x), g_i(x) = ∏_r (x − r),

where r runs over the other roots. For x ≥ c every factor of g_i is positive, so g_i(x) > 0; in degree 1 the product is empty and g_i = 1. Hence f_i is negative on [c, a_i) and positive beyond a_i, which makes a_i its largest root.

Now add. Let x ≥ c. If x < a_i for every i of positive weight, each such term w_i f_i(x) is negative, the remaining terms vanish, and F(x) < 0. If x > a_i for every such i, then F(x) > 0 in the same way.

In particular F(c) < 0, while F is positive at any point above all the a_i. By continuity F has a root z between these two points. Since F(c) ≠ 0, F is not the zero polynomial and has finitely many roots, so there is a largest one, μ. It satisfies μ ≥ z ≥ c, and μ ≠ c because F(c) < 0.

If every a_i of positive weight were above μ, we would have F(μ) < 0. If every one were below μ, we would have F(μ) > 0. Both contradict F(μ) = 0, so some a_i ≤ μ and some a_j ≥ μ.

For example, x(x − 3) and (x − 1)(x − 5) share the separator c = 2. Their sum 2x² − 9x + 5 has largest root (9 + √41)/4 ≈ 3.85, which lies between 3 and 5.

A strict common interlacing of polynomials of equal degree would separate all their roots; here only the top ones are separated. The other roots of F may be complex: with c = 7, the polynomials x(x − 1)(x − 8) and (x − 5)(x − 6)(x − 8) have the sum (x − 8)(2(x − 3)² + 12).

## Polynomials with an isolated top root

In Lean 4 with Mathlib:

```lean
import Mathlib

open Polynomial

namespace CommonSeparatorLargestRoot

noncomputable section
```

The structure `IsolatedTop f c a` records the hypothesis on one polynomial. The field `realRooted` equates the number of real roots, counted with multiplicity, with the degree; `others` splits off one copy of `a` and places the rest below `c`.

```lean
/-- The polynomial `f` is monic with only real roots; `a` is a simple root above the energy `c`,
and all other roots lie below `c`. -/
structure IsolatedTop (f : ℝ[X]) (c a : ℝ) : Prop where
  monic : f.Monic
  realRooted : Multiset.card f.roots = f.natDegree
  above : c < a
  others : ∃ s : Multiset ℝ, f.roots = a ::ₘ s ∧ ∀ r ∈ s, r < c
```

The function F is `mixture w f`. The weights are not required to add up to 1, since a common positive factor does not move the roots.

```lean
/-- The weighted sum of a finite family of polynomials. -/
def mixture {ι : Type*} [Fintype ι] (w : ι → ℝ) (f : ι → ℝ[X]) : ℝ[X] :=
  ∑ i, C (w i) * f i
```

The positivity of g_i is proved by induction on the multiset of lower roots, starting from the empty product.

```lean
/-- The product of the distances from `x` to finitely many levels below `x` is positive. -/
theorem gap_prod_pos (s : Multiset ℝ) {x : ℝ} (h : ∀ r ∈ s, r < x) :
    0 < (s.map fun r => x - r).prod := by
  induction s using Multiset.induction_on with
  | empty => simp
  | cons r s ih =>
    rw [Multiset.map_cons, Multiset.prod_cons]
    exact mul_pos (sub_pos.2 (h r (Multiset.mem_cons_self r s)))
      (ih fun q hq => h q (Multiset.mem_cons_of_mem hq))
```

The factorisation follows from Mathlib's theorem that a monic polynomial with a full set of roots is the product of its linear factors.

```lean
/-- A polynomial with an isolated top root `a` is `x - a` times a function that is positive
from `c` upwards. -/
theorem IsolatedTop.factor {f : ℝ[X]} {c a : ℝ} (h : IsolatedTop f c a) :
    ∃ g : ℝ → ℝ, (∀ x, f.eval x = (x - a) * g x) ∧ ∀ x, c ≤ x → 0 < g x := by
  obtain ⟨s, hs, hlt⟩ := h.others
  refine ⟨fun x => (s.map fun r => x - r).prod, fun x => ?_, fun x hx =>
    gap_prod_pos s fun r hr => (hlt r hr).trans_le hx⟩
  have hp := prod_multiset_X_sub_C_of_monic_of_roots_card_eq h.monic h.realRooted
  rw [hs] at hp
  rw [← hp, Polynomial.eval_multiset_prod]
  simp [Multiset.map_map]
```

The signs on either side of `a` are then those of x − a.

```lean
/-- From `c` upwards the polynomial is negative before its isolated top root and positive
after it. -/
theorem IsolatedTop.sign {f : ℝ[X]} {c a x : ℝ} (h : IsolatedTop f c a) (hx : c ≤ x) :
    (x < a → f.eval x < 0) ∧ (a < x → 0 < f.eval x) := by
  obtain ⟨g, hf, hg⟩ := h.factor
  rw [hf x]
  exact ⟨fun hxa => mul_neg_of_neg_of_pos (sub_neg.2 hxa) (hg x hx),
    fun hxa => mul_pos (sub_pos.2 hxa) (hg x hx)⟩
```

`IsGreatest S a` says that `a` belongs to the set S and is an upper bound for it. A root above `a` would contradict the positive sign there.

```lean
/-- The isolated top root is the largest real root. -/
theorem IsolatedTop.isGreatest {f : ℝ[X]} {c a : ℝ} (h : IsolatedTop f c a) :
    IsGreatest {x | f.eval x = 0} a := by
  obtain ⟨g, hf, -⟩ := h.factor
  refine ⟨by simp [hf a], fun x hx => ?_⟩
  by_contra hax
  have hlt := not_le.1 hax
  exact ((h.sign (h.above.trans hlt).le).2 hlt).ne' hx
```

## The weighted sum and its largest root

The next lemma holds both halves of the addition step. In each half, the member `k` of positive weight makes the inequality strict, and the case split on `w i` disposes of zero weights.

```lean
variable {ι : Type*} [Fintype ι]

/-- For nonnegative weights, not all zero, and a common separator `c`, the weighted sum at an energy
`x ≥ c` is negative if `x` lies below every top root of positive weight, and positive if `x` lies
above every such root. -/
theorem mixture_sign {f : ι → ℝ[X]} {a w : ι → ℝ} {c x : ℝ}
    (h : ∀ i, IsolatedTop (f i) c (a i)) (hw : ∀ i, 0 ≤ w i) (hpos : ∃ i, 0 < w i)
    (hx : c ≤ x) :
    ((∀ i, 0 < w i → x < a i) → (mixture w f).eval x < 0) ∧
      ((∀ i, 0 < w i → a i < x) → 0 < (mixture w f).eval x) := by
  have he : (mixture w f).eval x = ∑ i, w i * (f i).eval x := by
    simp [mixture, Polynomial.eval_finsetSum]
  obtain ⟨k, hk⟩ := hpos
  rw [he]
  constructor
  · intro hlt
    have hs : ∑ i, w i * (f i).eval x < ∑ _i : ι, (0 : ℝ) := by
      refine Finset.sum_lt_sum (fun i _ => ?_) ⟨k, Finset.mem_univ k,
        mul_neg_of_pos_of_neg hk (((h k).sign hx).1 (hlt k hk))⟩
      rcases (hw i).eq_or_lt with h0 | h0
      · simp [← h0]
      · exact (mul_neg_of_pos_of_neg h0 (((h i).sign hx).1 (hlt i h0))).le
    simpa using hs
  · intro hlt
    refine Finset.sum_pos' (fun i _ => ?_) ⟨k, Finset.mem_univ k,
      mul_pos hk (((h k).sign hx).2 (hlt k hk))⟩
    rcases (hw i).eq_or_lt with h0 | h0
    · simp [← h0]
    · exact (mul_pos h0 (((h i).sign hx).2 (hlt i h0))).le
```

The main theorem follows the argument by hand. `M` bounds all the top roots, `M + 1` lies strictly above them, and the intermediate value theorem supplies `z`. The largest element of the finite root set is μ, and the last two bullets are the two contradictions.

```lean
/-- If one energy `c` separates the top root of every polynomial from its other roots, then a
weighted sum with nonnegative weights, not all zero, has a largest real root. This root is above
`c`, at or above the top root of some member of positive weight, and at or below that of some
(possibly the same) member of positive weight. -/
theorem largest_root_mixture {f : ι → ℝ[X]} {a w : ι → ℝ} {c : ℝ}
    (h : ∀ i, IsolatedTop (f i) c (a i)) (hw : ∀ i, 0 ≤ w i) (hpos : ∃ i, 0 < w i) :
    ∃ μ, IsGreatest {x | (mixture w f).eval x = 0} μ ∧ c < μ ∧
      (∃ i, 0 < w i ∧ a i ≤ μ) ∧ (∃ j, 0 < w j ∧ μ ≤ a j) := by
  have hc : (mixture w f).eval c < 0 :=
    (mixture_sign h hw hpos le_rfl).1 fun i _ => (h i).above
  -- beyond all top roots the weighted sum is positive
  obtain ⟨M, hM⟩ := (Set.finite_range a).bddAbove
  have haM : ∀ i, a i < M + 1 := fun i => by
    have := hM (Set.mem_range_self i)
    linarith
  have hcM : c ≤ M + 1 := by
    obtain ⟨k, -⟩ := hpos
    exact ((h k).above.trans (haM k)).le
  have hMp := (mixture_sign h hw hpos hcM).2 fun i _ => haM i
  -- hence there is a root in between
  obtain ⟨z, hz, hz0⟩ := intermediate_value_Icc hcM
    (mixture w f).continuous.continuousOn ⟨hc.le, hMp.le⟩
  have hp0 : mixture w f ≠ 0 := fun h0 => by
    rw [h0] at hc
    simp at hc
  have hmem : ∀ x, x ∈ (mixture w f).roots.toFinset ↔ (mixture w f).eval x = 0 := fun x => by
    rw [Multiset.mem_toFinset, Polynomial.mem_roots hp0, Polynomial.IsRoot.def]
  -- the root set is finite, so it has a largest element
  obtain ⟨μ, hμ, hmax⟩ := (mixture w f).roots.toFinset.exists_max_image (fun x => x)
    ⟨z, (hmem z).2 hz0⟩
  have hμ0 := (hmem μ).1 hμ
  have hcμ : c ≤ μ := hz.1.trans (hmax z ((hmem z).2 hz0))
  refine ⟨μ, ⟨hμ0, fun x hx => hmax x ((hmem x).2 hx)⟩,
    lt_of_le_of_ne hcμ fun e => ?_, ?_, ?_⟩
  · rw [e] at hc
    exact hc.ne hμ0
  · by_contra hno
    exact ((mixture_sign h hw hpos hcμ).1 fun i hi =>
      not_le.1 fun hle => hno ⟨i, hi, hle⟩).ne hμ0
  · by_contra hno
    exact ((mixture_sign h hw hpos hcμ).2 fun i hi =>
      not_le.1 fun hle => hno ⟨i, hi, hle⟩).ne' hμ0
```

For the plain sum, all weights are 1 and `Nonempty ι` supplies a member. The conclusion also states that `a i` is the largest root of the chosen polynomial.

```lean
/-- The plain sum of a nonempty family with a common separator `c` has a largest real root, and
some member has its largest root at or below that value. -/
theorem largest_root_sum [Nonempty ι] {f : ι → ℝ[X]} {a : ι → ℝ} {c : ℝ}
    (h : ∀ i, IsolatedTop (f i) c (a i)) :
    ∃ μ, IsGreatest {x | (∑ i, f i).eval x = 0} μ ∧
      ∃ i, IsGreatest {x | (f i).eval x = 0} (a i) ∧ a i ≤ μ := by
  have hs : mixture (fun _ => 1) f = ∑ i, f i := by simp [mixture]
  obtain ⟨μ, hμ, -, ⟨i, -, hi⟩, -⟩ := largest_root_mixture (w := fun _ => 1) h
    (fun _ => zero_le_one) ⟨Classical.arbitrary ι, zero_lt_one⟩
  rw [hs] at hμ
  exact ⟨μ, hμ, i, (h i).isGreatest, hi⟩
```

## Hamiltonians with one level above a common energy

For a nonempty finite family of real symmetric matrices of the same finite size, each with exactly one level above c and the rest below, the averaged characteristic polynomial has a largest real root μ, and at least one member has its whole spectrum at or below μ. In the statement, `t i` labels the top level of `H i`, and `hrest` makes that level non-degenerate. The proof identifies the roots of the characteristic polynomial with the eigenvalues and applies the main theorem. Complex Hermitian matrices are not treated, and μ is in general not an eigenvalue of the averaged matrix.

```lean
/-- For real symmetric Hamiltonians with exactly one level above `c` and the others below, the sum
of characteristic polynomials with nonnegative weights, not all zero, has a largest real root, and
some Hamiltonian of positive weight has its whole spectrum at or below it. -/
theorem hamiltonian_below_mixture {m : Type*} [Fintype m] [DecidableEq m]
    {H : ι → Matrix m m ℝ} (hH : ∀ i, (H i).IsHermitian) {w : ι → ℝ} {c : ℝ} (t : ι → m)
    (ht : ∀ i, c < (hH i).eigenvalues (t i))
    (hrest : ∀ i j, j ≠ t i → (hH i).eigenvalues j < c)
    (hw : ∀ i, 0 ≤ w i) (hpos : ∃ i, 0 < w i) :
    ∃ μ, IsGreatest {x | (mixture w fun i => (H i).charpoly).eval x = 0} μ ∧
      ∃ i, 0 < w i ∧ ∀ j, (hH i).eigenvalues j ≤ μ := by
  have key : ∀ i, IsolatedTop (H i).charpoly c ((hH i).eigenvalues (t i)) := fun i => by
    have hr : (H i).charpoly.roots = Finset.univ.val.map (hH i).eigenvalues := by
      rw [(hH i).roots_charpoly_eq_eigenvalues]
      rfl
    refine ⟨(H i).charpoly_monic, ?_, ht i,
      (Finset.univ.erase (t i)).val.map (hH i).eigenvalues, ?_, fun r hr' => ?_⟩
    · rw [hr, Multiset.card_map, Matrix.charpoly_natDegree_eq_dim]
      rfl
    · rw [hr, ← Multiset.map_cons (hH i).eigenvalues (t i), Finset.erase_val,
        Multiset.cons_erase (Finset.mem_univ_val (t i))]
    · obtain ⟨j, hj, rfl⟩ := Multiset.mem_map.1 hr'
      exact hrest i j (Finset.ne_of_mem_erase hj)
  obtain ⟨μ, hμ, hcμ, ⟨i, hi, hle⟩, -⟩ := largest_root_mixture key hw hpos
  refine ⟨μ, hμ, i, hi, fun j => ?_⟩
  by_cases hj : j = t i
  · rw [hj]
    exact hle
  · exact ((hrest i j hj).trans hcμ).le
```

In a numerical search, c and any number above all the a_i bracket a root of F, so bisection can start from c and an upper bound on the roots. It may return a root other than the largest, but the sign argument applies to any root z > c: some member of positive weight has a_i ≤ z. Such a member is recognised by f_i(z) ≥ 0, without computing its roots. Since bisection only approximates a root, z should be taken as the upper end of the final bracket: F(z) ≥ 0 there, which already forces f_i(z) ≥ 0 for some member of positive weight.

## Two quadratics without a common separator

It is not enough for each member to have a separator of its own. The quadratics x(x − 1) and (x − 5)(x − 6) each have an isolated top root, but the first needs c between 0 and 1 and the second needs c between 5 and 6. Their sum is

2x² − 12x + 30 = 2(x − 3)² + 12,

which is positive everywhere, so there is no largest real root to compare with. The final theorem proves this from the square (x − 3)² ≥ 0.

```lean
/-- The monic quadratics with roots `0, 1` and `5, 6` have a sum without any real root. -/
theorem no_root_without_separator (x : ℝ) :
    (X * (X - C 1) + (X - C 5) * (X - C 6) : ℝ[X]).eval x ≠ 0 := by
  simp only [eval_add, eval_mul, eval_sub, eval_X, eval_C]
  intro h
  nlinarith [sq_nonneg (x - 3)]

end

end CommonSeparatorLargestRoot
```

```lean
#print axioms CommonSeparatorLargestRoot.largest_root_mixture
#print axioms CommonSeparatorLargestRoot.largest_root_sum
#print axioms CommonSeparatorLargestRoot.hamiltonian_below_mixture
#print axioms CommonSeparatorLargestRoot.no_root_without_separator
```

```
'CommonSeparatorLargestRoot.largest_root_mixture' depends on axioms: [propext, Classical.choice, Quot.sound]
'CommonSeparatorLargestRoot.largest_root_sum' depends on axioms: [propext, Classical.choice, Quot.sound]
'CommonSeparatorLargestRoot.hamiltonian_below_mixture' depends on axioms: [propext, Classical.choice, Quot.sound]
'CommonSeparatorLargestRoot.no_root_without_separator' depends on axioms: [propext, Classical.choice, Quot.sound]
```
